# The Pauli bound on the steady-state lesser function of a finite non-interacting system with leads

The retarded Green's function enters here as a matrix $G$ that satisfies its defining equation $DG=1$, and not as the output of a matrix-inverse function. The existence of $G$ at the chosen energy is therefore assumed. For positive semidefinite broadenings this means physically that no eigenstate of the Hamiltonian at that energy is decoupled from every lead.

The system has finitely many orthonormal orbitals (`n`) and finitely many leads (`ι`).

```lean
import Mathlib

open Matrix
open scoped ComplexOrder

namespace PauliBoundLesser

noncomputable section

variable {n ι : Type*} [Fintype n] [DecidableEq n] [Fintype ι]
```

At a real energy $x$, lead $a$ contributes a broadening matrix $\Gamma_a$. Write $\Gamma=\sum_a\Gamma_a$ and

$$D=x-H+\tfrac{i}{2}\Gamma .$$

Any level shift due to the leads is absorbed in $H$. Since $x$ is fixed, $H$ and $\Gamma_a$ may be the values at $x$ of energy-dependent matrices.

```lean
/-- The inverse retarded Green's function `x - H + (i/2) ∑ Γ_a` of a system with
Hamiltonian `H` and lead broadenings `Γ_a` at energy `x`. -/
def inverseGreen (H : Matrix n n ℂ) (Γ : ι → Matrix n n ℂ) (x : ℝ) : Matrix n n ℂ :=
  (x : ℂ) • (1 : Matrix n n ℂ) - H + (Complex.I / 2) • ∑ a, Γ a
```

Lead $a$ has occupation $f_a$, a real number that need not be a Fermi function. The injection matrix is $M[f]=\sum_a f_a\Gamma_a$.

```lean
/-- The injection matrix `∑ f_a Γ_a`: each lead broadening weighted by the lead's occupation. -/
def injection (Γ : ι → Matrix n n ℂ) (f : ι → ℝ) : Matrix n n ℂ :=
  ∑ a, (f a : ℂ) • Γ a
```

The lesser function is taken in its Hermitian form, $N[f]=G\,M[f]\,G^\dagger=-iG^<$. This formula for non-interacting electrons is a definition here and is not derived from Keldysh theory.

```lean
/-- The steady-state lesser function `N = G (∑ f_a Γ_a) G†`. -/
def lesser (G : Matrix n n ℂ) (Γ : ι → Matrix n n ℂ) (f : ι → ℝ) : Matrix n n ℂ :=
  G * injection Γ f * Gᴴ
```

The spectral function is $A=i(G-G^\dagger)$.

```lean
/-- The spectral function `A = i (G - G†)`. -/
def spectral (G : Matrix n n ℂ) : Matrix n n ℂ :=
  Complex.I • (G - Gᴴ)
```

In Lean, `PosSemidef` means Hermitian with a non-negative quadratic form. Below, $X\le Y$ means that $Y-X$ is positive semidefinite.

## (a) The spectral function from the broadenings

For Hermitian $H$ and $\Gamma_a$, show that

$$A=G\,\Gamma\,G^\dagger .$$

**Solution.** Since $x$ is real and $H$, $\Gamma$ are Hermitian, $D-D^\dagger=i\Gamma$. The matrices are square, so $DG=1$ gives $GD=1$, and the adjoint of this is $D^\dagger G^\dagger=1$. Hence

$$G(D-D^\dagger)G^\dagger=G^\dagger-G,$$

so $G-G^\dagger=-iG\Gamma G^\dagger$. Multiplying by $i$ gives the result.

In the proof, `hD` is the first identity and `h3` is the resolvent identity.

```lean
variable {H G : Matrix n n ℂ} {Γ : ι → Matrix n n ℂ} {x : ℝ}

/-- The spectral function equals `G (∑ Γ_a) G†`. -/
theorem spectral_eq (hH : H.IsHermitian) (hΓ : ∀ a, (Γ a).IsHermitian)
    (hG : inverseGreen H Γ x * G = 1) :
    spectral G = G * (∑ a, Γ a) * Gᴴ := by
  have hS : (∑ a, Γ a)ᴴ = ∑ a, Γ a := by
    rw [conjTranspose_sum]
    exact Finset.sum_congr rfl fun a _ => (hΓ a).eq
  have hI : star (Complex.I / 2) = -(Complex.I / 2) := by
    simp [neg_div]
  have hx : star (x : ℂ) = (x : ℂ) := Complex.conj_ofReal x
  -- the inverse Green's function minus its adjoint is `i` times the total broadening
  have hD : inverseGreen H Γ x - (inverseGreen H Γ x)ᴴ = Complex.I • ∑ a, Γ a := by
    rw [inverseGreen, conjTranspose_add, conjTranspose_sub, conjTranspose_smul,
      conjTranspose_smul, conjTranspose_one, hH.eq, hS, hI, hx]
    module
  have h1 : G * inverseGreen H Γ x = 1 := mul_eq_one_comm.mp hG
  have h2 : (inverseGreen H Γ x)ᴴ * Gᴴ = 1 := by
    rw [← conjTranspose_mul, h1, conjTranspose_one]
  -- resolvent identity
  have h3 : G - Gᴴ = -(G * (inverseGreen H Γ x - (inverseGreen H Γ x)ᴴ) * Gᴴ) := by
    rw [Matrix.mul_sub, Matrix.sub_mul, h1, Matrix.one_mul, Matrix.mul_assoc, h2,
      Matrix.mul_one, neg_sub]
  rw [spectral, h3, hD, Matrix.mul_smul, Matrix.smul_mul, smul_neg, smul_smul,
    Complex.I_mul_I, neg_smul, one_smul, neg_neg]
```

## (b) Shifting and scaling the occupations

Under the same hypotheses, show for real $s$ and $c$ that

$$N[sf+c]=s\,N[f]+c\,A .$$

**Solution.** The injection matrix obeys $M[sf+c]=\sum_a(sf_a+c)\Gamma_a=s\,M[f]+c\,\Gamma$. Multiply by $G$ on the left and $G^\dagger$ on the right, and use (a) for the last term. The step `h` is the identity for $M$.

```lean
/-- Changing every lead occupation from `f_a` to `s f_a + c` changes the lesser function
from `N` to `s N + c A`. -/
theorem lesser_affine (hH : H.IsHermitian) (hΓ : ∀ a, (Γ a).IsHermitian)
    (hG : inverseGreen H Γ x * G = 1) (f : ι → ℝ) (s c : ℝ) :
    lesser G Γ (fun a => s * f a + c) = (s : ℂ) • lesser G Γ f + (c : ℂ) • spectral G := by
  have h : injection Γ (fun a => s * f a + c)
      = (s : ℂ) • injection Γ f + (c : ℂ) • ∑ a, Γ a := by
    simp only [injection, Finset.smul_sum, ← Finset.sum_add_distrib]
    refine Finset.sum_congr rfl fun a _ => ?_
    push_cast
    module
  have hA := spectral_eq hH hΓ hG
  simp only [lesser, h, hA, Matrix.mul_add, Matrix.add_mul, Matrix.mul_smul, Matrix.smul_mul]
```

## (c) Positivity before and after propagation

Show that

$$N[f]\ge0\iff M[f]\ge0 .$$

**Solution.** If $M[f]\ge0$, then for every vector $v$

$$v^\dagger N[f]v=(G^\dagger v)^\dagger M[f](G^\dagger v)\ge0 .$$

Conversely, $D\,N[f]\,D^\dagger=(DG)M[f](DG)^\dagger=M[f]$, so the same argument with $D$ in place of $G$ carries positivity back. Both directions in Lean use `mul_mul_conjTranspose_same`, and only $DG=1$ is needed.

```lean
/-- The lesser function is positive semidefinite exactly when the injection matrix is. -/
theorem lesser_posSemidef_iff (hG : inverseGreen H Γ x * G = 1) (f : ι → ℝ) :
    (lesser G Γ f).PosSemidef ↔ (injection Γ f).PosSemidef := by
  constructor
  · intro h
    -- undo the propagation by multiplying with the inverse Green's function
    have h1 := h.mul_mul_conjTranspose_same (inverseGreen H Γ x)
    have h2 : inverseGreen H Γ x * lesser G Γ f * (inverseGreen H Γ x)ᴴ
        = (inverseGreen H Γ x * G) * injection Γ f * (inverseGreen H Γ x * G)ᴴ := by
      rw [conjTranspose_mul, lesser]
      simp only [Matrix.mul_assoc]
    rw [h2, hG, conjTranspose_one, Matrix.one_mul, Matrix.mul_one] at h1
    exact h1
  · intro h
    exact h.mul_mul_conjTranspose_same G
```

## (d) A window for the occupations

Let $H$ be Hermitian, $\Gamma_a\ge0$, and $lo\le f_a\le hi$ for every lead. Show that

$$lo\,A\le N[f]\le hi\,A .$$

**Solution.** By (b), with $(s,c)=(1,-lo)$ and $(-1,hi)$,

$$N[f]-lo\,A=N[f-lo],\qquad hi\,A-N[f]=N[hi-f].$$

Both right-hand sides have non-negative weights. Their injection matrices are sums of positive semidefinite matrices, and (c) finishes the argument. That last step is `key`; `e1` and `e2` are the two displayed identities.

```lean
/-- If all lead occupations lie between `lo` and `hi`, the lesser function lies between
`lo A` and `hi A` in the order of Hermitian matrices. -/
theorem occupation_window (hH : H.IsHermitian) (hΓ : ∀ a, (Γ a).PosSemidef)
    (hG : inverseGreen H Γ x * G = 1) {f : ι → ℝ} {lo hi : ℝ}
    (hlo : ∀ a, lo ≤ f a) (hhi : ∀ a, f a ≤ hi) :
    (lesser G Γ f - (lo : ℂ) • spectral G).PosSemidef ∧
      ((hi : ℂ) • spectral G - lesser G Γ f).PosSemidef := by
  -- non-negative weights give a positive semidefinite lesser function
  have key : ∀ g : ι → ℝ, (∀ a, 0 ≤ g a) → (lesser G Γ g).PosSemidef := fun g hg =>
    (lesser_posSemidef_iff hG g).2 (Matrix.posSemidef_sum _ fun a _ =>
      (hΓ a).smul (Complex.zero_le_real.mpr (hg a)))
  have e := lesser_affine hH (fun a => (hΓ a).isHermitian) hG f
  constructor
  · have e1 : lesser G Γ f - (lo : ℂ) • spectral G
        = lesser G Γ (fun a => 1 * f a + -lo) := by
      rw [e]
      push_cast
      module
    rw [e1]
    refine key _ fun a => ?_
    show 0 ≤ 1 * f a + -lo
    linarith [hlo a]
  · have e2 : (hi : ℂ) • spectral G - lesser G Γ f
        = lesser G Γ (fun a => (-1) * f a + hi) := by
      rw [e]
      push_cast
      module
    rw [e2]
    refine key _ fun a => ?_
    show 0 ≤ (-1) * f a + hi
    linarith [hhi a]
```

## (e) The Pauli bound

For $0\le f_a\le1$, and otherwise as in (d), show that

$$0\le N[f]\le A .$$

**Solution.** Set $lo=0$ and $hi=1$ in (d).

In every orbital, including superpositions of sites, the occupied spectral weight is non-negative and at most the available weight. For a non-interacting transport calculation in a finite orthonormal basis, this gives a consistency check at each energy.

Positivity of the total $\Gamma$ alone would not suffice. As an algebraic example with an unphysical negative broadening, take one site with $H=x=0$, $\Gamma_0=3$ and $\Gamma_1=-1$. Then $G=-i$ and $A=2$, but $f=(0,1)$ gives $N=-1$.

```lean
/-- Pauli bound: for lead occupations between 0 and 1, both the lesser function `N` and
the difference `A - N` from the spectral function are positive semidefinite. -/
theorem pauli_bound (hH : H.IsHermitian) (hΓ : ∀ a, (Γ a).PosSemidef)
    (hG : inverseGreen H Γ x * G = 1) {f : ι → ℝ}
    (h0 : ∀ a, 0 ≤ f a) (h1 : ∀ a, f a ≤ 1) :
    (lesser G Γ f).PosSemidef ∧ (spectral G - lesser G Γ f).PosSemidef := by
  simpa using occupation_window hH hΓ hG h0 h1
```

## (f) Equal occupations

For Hermitian $H$ and $\Gamma_a$, let every lead have occupation $c$. Show that

$$N=c\,A .$$

**Solution.** Use (b) with $s=0$; the original occupations drop out.

The smallest interesting case is one level $\varepsilon$ with one lead of broadening $\Gamma>0$, where $N=c\,\Gamma/[(x-\varepsilon)^2+\Gamma^2/4]$, which for energy-independent $\varepsilon$ and $\Gamma$ is a Lorentzian scaled by the occupation.

```lean
/-- If all leads have the same occupation `c`, the lesser function is `c` times the
spectral function. -/
theorem lesser_of_equal_occupations (hH : H.IsHermitian) (hΓ : ∀ a, (Γ a).IsHermitian)
    (hG : inverseGreen H Γ x * G = 1) (c : ℝ) :
    lesser G Γ (fun _ => c) = (c : ℂ) • spectral G := by
  simpa using lesser_affine hH hΓ hG (fun _ => 0) 0 c
```

## (g) From the bound back to the occupations

With $H$ Hermitian and $\Gamma_b\ge0$, let a vector $w$ satisfy $\Gamma_bw=0$ for all $b\ne a$ and $w^\dagger\Gamma_aw\ne0$: it is directly coupled to lead $a$ only, although $H$ may still connect it to the other leads. Show that

$$0\le N[f]\le A\;\Longrightarrow\;0\le f_a\le1 .$$

**Solution.** Put $\gamma=w^\dagger\Gamma_aw$, which is positive because $\Gamma_a\ge0$ and $\gamma\ne0$. For a normalised state the broadening is $\gamma/(w^\dagger w)$. By (c), $N[f]\ge0$ gives $M[f]\ge0$, so

$$0\le w^\dagger M[f]w=f_a\gamma ,$$

and $f_a\ge0$. By (b), $A-N[f]=N[1-f]$, and the same argument gives $1-f_a\ge0$. In Lean, `key` is this argument for general weights, applied twice.

Without such a $w$ the conclusion can fail. One site with $H=x=0$ and $\Gamma_0=\Gamma_1=1$ has $A=2$, and the unphysical occupations $f=(2,-1)$ give $N=1$, which respects the bound.

```lean
/-- Converse: if a vector `w` is annihilated by the broadening of every lead other than `a`, and `w†
Γ_a w` is nonzero, then the Pauli bound on the lesser function forces the occupation of that lead to
lie between 0 and 1. -/
theorem occupation_of_pauli_bound (hH : H.IsHermitian) (hΓ : ∀ a, (Γ a).PosSemidef)
    (hG : inverseGreen H Γ x * G = 1) {f : ι → ℝ} {a : ι} {w : n → ℂ}
    (hw : ∀ b, b ≠ a → Γ b *ᵥ w = 0) (hwa : star w ⬝ᵥ (Γ a *ᵥ w) ≠ 0)
    (hN : (lesser G Γ f).PosSemidef) (hA : (spectral G - lesser G Γ f).PosSemidef) :
    0 ≤ f a ∧ f a ≤ 1 := by
  obtain ⟨hre, him⟩ := Complex.nonneg_iff.mp ((hΓ a).dotProduct_mulVec_nonneg w)
  have hpos : 0 < (star w ⬝ᵥ (Γ a *ᵥ w)).re :=
    lt_of_le_of_ne hre fun h => hwa (Complex.ext h.symm him.symm)
  -- a positive semidefinite lesser function forces a non-negative weight on lead `a`
  have key : ∀ g : ι → ℝ, (lesser G Γ g).PosSemidef → 0 ≤ g a := by
    intro g hg
    have h := ((lesser_posSemidef_iff hG g).1 hg).dotProduct_mulVec_nonneg w
    have hs : injection Γ g *ᵥ w = (g a : ℂ) • (Γ a *ᵥ w) := by
      rw [injection, Matrix.sum_mulVec, Finset.sum_eq_single a]
      · rw [Matrix.smul_mulVec]
      · intro b _ hb
        rw [Matrix.smul_mulVec, hw b hb, smul_zero]
      · intro h
        exact absurd (Finset.mem_univ a) h
    rw [hs, dotProduct_smul, smul_eq_mul] at h
    have h' := (Complex.nonneg_iff.mp h).1
    rw [Complex.re_ofReal_mul] at h'
    exact nonneg_of_mul_nonneg_left h' hpos
  refine ⟨key f hN, ?_⟩
  have e : spectral G - lesser G Γ f = lesser G Γ (fun a => (-1) * f a + 1) := by
    rw [lesser_affine hH (fun a => (hΓ a).isHermitian) hG f]
    push_cast
    module
  rw [e] at hA
  have h : 0 ≤ (-1) * f a + 1 := key _ hA
  linarith
```

## (h) A two-site chain under bias

Sites 0 and 1 are joined by a unit hopping, and lead $a$ broadens site $a$ with strength 2. At $x=0$, with $f=(1,0)$, verify the hypotheses of (e) and show that

$$G=\begin{pmatrix}-i/2&-1/2\\-1/2&-i/2\end{pmatrix},\qquad N=\begin{pmatrix}1/2&i/2\\-i/2&1/2\end{pmatrix}.$$

**Solution.** $H$ is real symmetric, and each $\Gamma_a$ is diagonal with entries 0 and 2, hence positive semidefinite. The occupations 1 and 0 lie in the allowed range, which is evident and not part of the Lean statement. Here

$$D=\begin{pmatrix}i&-1\\-1&i\end{pmatrix}.$$

The diagonal entries of $DG$ are $\tfrac12+\tfrac12=1$, and the off-diagonal ones are $-\tfrac i2+\tfrac i2=0$. Since $M[f]=\mathrm{diag}(2,0)$, we have $N=2gg^\dagger$ with $g=(-i/2,-1/2)^T$ the first column of $G$, which gives the stated matrix.

The Hamiltonian, broadenings and Green's function are entered explicitly.

```lean
/-- The Hamiltonian of two sites joined by a unit hopping. -/
def chainH : Matrix (Fin 2) (Fin 2) ℂ := !![0, 1; 1, 0]

/-- The broadening of lead `a`, of strength 2 and attached to site `a` only. -/
def chainLead (a : Fin 2) : Matrix (Fin 2) (Fin 2) ℂ :=
  Matrix.diagonal fun i => if i = a then 2 else 0

/-- An explicit matrix for the Green's function of the two-site chain at zero energy. -/
def chainG : Matrix (Fin 2) (Fin 2) ℂ :=
  !![-Complex.I / 2, -1 / 2; -1 / 2, -Complex.I / 2]
```

The theorem checks the matrices entry by entry.

```lean
/-- The two-site chain has a Hermitian Hamiltonian and positive semidefinite broadenings, and
`chainG` satisfies the defining equation of its Green's function at zero energy. With lead
occupations 1 and 0 its lesser function is the stated matrix. -/
theorem chain_witness :
    chainH.IsHermitian ∧ (∀ a, (chainLead a).PosSemidef) ∧
      inverseGreen chainH chainLead 0 * chainG = 1 ∧
      lesser chainG chainLead ![1, 0]
        = !![1 / 2, Complex.I / 2; -Complex.I / 2, 1 / 2] := by
  refine ⟨?_, ?_, ?_, ?_⟩
  · ext i j
    fin_cases i <;> fin_cases j <;> simp [chainH]
  · intro a
    refine Matrix.PosSemidef.diagonal fun i => ?_
    by_cases h : i = a <;> simp [h]
  · have hD : inverseGreen chainH chainLead 0 = !![Complex.I, -1; -1, Complex.I] := by
      ext i j
      fin_cases i <;> fin_cases j <;>
        simp [inverseGreen, chainH, chainLead, Fin.sum_univ_two]
    rw [hD]
    ext i j
    fin_cases i <;> fin_cases j <;>
      simp [chainG, Matrix.mul_apply, Fin.sum_univ_two, Complex.ext_iff] <;> norm_num
  · have hM : injection chainLead ![1, 0] = !![2, 0; 0, 0] := by
      ext i j
      fin_cases i <;> fin_cases j <;> simp [injection, chainLead, Fin.sum_univ_two]
    have h2 : (starRingEnd ℂ) 2 = 2 := map_ofNat (starRingEnd ℂ) 2
    rw [lesser, hM]
    ext i j
    fin_cases i <;> fin_cases j <;>
      simp [chainG, Matrix.mul_apply, Fin.sum_univ_two, Complex.ext_iff, h2] <;> norm_num

end

end PauliBoundLesser
```

Here $A=1$ and $N$ has eigenvalues 0 and 1, so both inequalities in (e) are saturated. The imaginary off-diagonal elements correspond to a current along the bond; with equal occupations, (f) would make $N$ a real multiple of the identity.

```lean
#print axioms PauliBoundLesser.pauli_bound
-- 'PauliBoundLesser.pauli_bound' depends on axioms: [propext, Classical.choice, Quot.sound]
#print axioms PauliBoundLesser.lesser_of_equal_occupations
-- 'PauliBoundLesser.lesser_of_equal_occupations' depends on axioms: [propext, Classical.choice, Quot.sound]
#print axioms PauliBoundLesser.occupation_of_pauli_bound
-- 'PauliBoundLesser.occupation_of_pauli_bound' depends on axioms: [propext, Classical.choice, Quot.sound]
```
